# As the mass of a Dirac point vanishes, its integrated quantum metric diverges in one dimension and, within a fixed momentum cutoff, in two but not in three

Q: Take an insulator close to a band inversion, and suppose that near the small gap its bands follow a massive Dirac Hamiltonian. The occupied states there change character quickly with momentum. The quantum metric measures how quickly. I want its integral over momentum as the gap closes, but I see no Hamiltonian in your Lean file. What is being differentiated?

```lean
import Mathlib

open Filter Topology MeasureTheory Matrix
open scoped Real

namespace DiracQuantumMetric

noncomputable section

variable {ι : Type*} [Fintype ι] [DecidableEq ι]
```

A: The direction of the Dirac vector. Set ħ and the Dirac velocity to one, and write H = Σ_b p_b Γ_b, with Hermitian N×N matrices obeying Γ_aΓ_b + Γ_bΓ_a = 2δ_ab. Here p_0 = m is the mass and p_{i+1} = k_i are the d momenta, with i = 0, …, d−1. Then H² = |p|², and with n = p/|p| the projector onto the occupied states is

P = ½(1 − Σ_b n_b Γ_b).

Since tr(Γ_aΓ_b) = N δ_ab, the metric of the occupied states is

½ tr(∂_aP ∂_cP) = (N/8) ∂_a n · ∂_c n.

There are N/2 occupied bands, so each contributes ¼ ∂_a n · ∂_c n. The file starts from that expression.

```lean
/-- The Dirac unit vector `n = p/|p|`, for `p ≠ 0`; the components of `p` are the mass and
the momenta. -/
def unitVec (p : ι → ℝ) (b : ι) : ℝ := p b / √(∑ a, p a ^ 2)

/-- The derivative of the component `n b` along `p a`, for `p ≠ 0`. -/
def dUnit (p : ι → ℝ) (a b : ι) : ℝ :=
  deriv (fun t : ℝ => unitVec (p + Pi.single a t) b) 0

/-- The quantum metric per occupied band, `∂n · ∂n / 4`, for `p ≠ 0`. -/
def metric (p : ι → ℝ) (a c : ι) : ℝ := 1 / 4 * ∑ b, dUnit p a b * dUnit p c b
```

Q: So the passage from H to n is your calculation, not Lean's?

A: Yes, you must take that step from the lines above. The reduction of the disc and ball integrals to radial ones is not proved either; it is written into the definitions further down. The metric itself is computed from n: `dUnit p a b` is ∂_a n_b, an actual derivative at t = 0 after adding t to component a of p. Note the normalisation in `metric`: for two bands it is the full metric, while for the 4×4 Dirac Hamiltonian the two occupied bands together give twice as much.

Q: Then why does the next definition look like the answer?

```lean
/-- A radial profile in `d` dimensions, for `(k, m) ≠ (0, 0)`. -/
def profile (d m k : ℝ) : ℝ := ((d - 1) * k ^ 2 + d * m ^ 2) / (4 * (k ^ 2 + m ^ 2) ^ 2)
```

A: `profile` is only a name for a function of the radial momentum k, and `metric_trace` below proves that the metric has this trace. The three integrals use it with d = 1, 2, 3.

```lean
/-- The profile integrated over the momentum line, for `m ≠ 0`. -/
def weight1D (m : ℝ) : ℝ := ∫ k : ℝ, profile 1 m k

/-- The profile integrated over a disc of radius `Λ`, for `m ≠ 0`. -/
def weight2D (m Λ : ℝ) : ℝ := ∫ k in (0 : ℝ)..Λ, 2 * π * k * profile 2 m k

/-- The profile integrated over a ball of radius `Λ` and divided by `π`, for `m ≠ 0`. -/
def weight3D (m Λ : ℝ) : ℝ := ∫ k in (0 : ℝ)..Λ, 4 * k ^ 2 * profile 3 m k
```

The line integral has no cutoff; the other two stop at radius Λ. The circumference 2πk and the sphere area 4πk² are written into the definitions. `weight3D` is the ball integral divided by π, so multiply by π to recover the integral per occupied band. No Brillouin-zone factor (2π)^(−d) is included.

Q: Show me the derivative first.

A: Let S = |p|². Shifting p_a by t turns n_b into

(p_b + t δ_ab) / √(S + 2t p_a + t²).

At t = 0 the numerator has derivative δ_ab and the root has derivative p_a/√S, so the quotient rule gives

∂_a n_b = (δ_ab − p_a p_b/S) / √S.

The Lean proof does the same: `hf` rewrites the shifted unit vector, `hq` and `hn` differentiate S + 2t p_a + t² and the numerator, and `fun_div` combines them. The hypothesis `hp` says p ≠ 0, so that a direction exists.

```lean
/-- For `p ≠ 0` the derivative of the unit vector is the projection of the coordinate
direction orthogonal to `p`, divided by `|p|`. -/
theorem dUnit_eq {p : ι → ℝ} (hp : 0 < ∑ a, p a ^ 2) (a b : ι) : dUnit p a b =
    ((if b = a then 1 else 0) - p a * p b / √(∑ a, p a ^ 2) ^ 2) / √(∑ a, p a ^ 2) := by
  have e (t : ℝ) (b : ι) : (p b + (Pi.single a t : ι → ℝ) b) ^ 2
      = p b ^ 2 + if b = a then 2 * t * p a + t ^ 2 else 0 := by
    by_cases hb : b = a
    · subst hb
      simp only [Pi.single_eq_same, if_true]
      ring
    · simp [hb]
  have hf : (fun t : ℝ => unitVec (p + Pi.single a t) b) = fun t : ℝ =>
      (p b + t * (if b = a then 1 else 0)) / √(∑ a, p a ^ 2 + (2 * t * p a + t ^ 2)) := by
    funext t
    simp only [unitVec, Pi.add_apply, e, Finset.sum_add_distrib, Finset.sum_ite_eq',
      Finset.mem_univ, if_true]
    rw [Pi.single_apply, mul_ite, mul_one, mul_zero]
  have h0 : ∑ b, p b ^ 2 + (2 * 0 * p a + 0 ^ 2) = ∑ b, p b ^ 2 := by ring
  have hr : √(∑ b, p b ^ 2) ≠ 0 := (Real.sqrt_pos.2 hp).ne'
  have hq : HasDerivAt (fun t : ℝ => ∑ b, p b ^ 2 + (2 * t * p a + t ^ 2)) (2 * p a) 0 :=
    (((((hasDerivAt_id' (0 : ℝ)).const_mul 2).mul_const (p a)).fun_add
      (hasDerivAt_pow 2 0)).const_add _).congr_deriv (by norm_num)
  rw [dUnit, hf]
  generalize (if b = a then (1 : ℝ) else 0) = c
  have hn : HasDerivAt (fun t : ℝ => p b + t * c) c 0 :=
    (((hasDerivAt_id' (0 : ℝ)).mul_const c).const_add _).congr_deriv (one_mul _)
  refine (hn.fun_div (hq.sqrt (by rw [h0]; exact hp.ne')) (by rw [h0]; exact hr)).deriv.trans ?_
  simp only [h0, zero_mul, add_zero]
  field_simp
```

Q: And the trace?

A: It runs over the momentum directions only, not over the mass. In Lean, `vecCons m k` puts m at index 0, and `i.succ` picks out k_i. With S = k² + m² and k² = Σ_i k_i², squaring and summing over b gives

Σ_b (∂_{i+1} n_b)² = (1 − 2k_i²/S)/S + k_i²/S² = 1/S − k_i²/S².

Summing over the d momenta and multiplying by ¼,

tr g = ¼(d/S − k²/S²) = ((d−1)k² + d m²) / (4(k² + m²)²).

In the proof, `h` splits each square into a part at b = i+1 and a part proportional to p_b², `hg` sums over b, and the last lines sum over i.

```lean
/-- For `m > 0` the metric traced over the `d` momentum directions is the profile at `|k|`. -/
theorem metric_trace {d : ℕ} {m : ℝ} (hm : 0 < m) (k : Fin d → ℝ) :
    ∑ i : Fin d, metric (vecCons m k) i.succ i.succ = profile d m √(∑ i, k i ^ 2) := by
  have hK : 0 ≤ ∑ i, k i ^ 2 := Finset.sum_nonneg fun i _ => sq_nonneg _
  have hS : ∑ a, vecCons m k a ^ 2 = ∑ i, k i ^ 2 + m ^ 2 := by
    rw [Fin.sum_univ_succ, add_comm]
    simp only [cons_val_zero, cons_val_succ]
  have hpos : 0 < ∑ i, k i ^ 2 + m ^ 2 := by positivity
  have hg (i : Fin d) : metric (vecCons m k) i.succ i.succ = 1 / 4 * (∑ i, k i ^ 2 + m ^ 2)⁻¹
      - 1 / 4 * (∑ i, k i ^ 2 + m ^ 2)⁻¹ ^ 2 * k i ^ 2 := by
    have h (b : Fin (d + 1)) : dUnit (vecCons m k) i.succ b * dUnit (vecCons m k) i.succ b
        = (if b = i.succ then (1 - 2 * k i ^ 2 / (∑ i, k i ^ 2 + m ^ 2))
          / (∑ i, k i ^ 2 + m ^ 2) else 0)
          + k i ^ 2 / (∑ i, k i ^ 2 + m ^ 2) ^ 3 * vecCons m k b ^ 2 := by
      rw [dUnit_eq (by rw [hS]; exact hpos), hS, div_mul_div_comm, Real.mul_self_sqrt hpos.le,
        Real.sq_sqrt hpos.le, cons_val_succ]
      generalize ∑ i, k i ^ 2 + m ^ 2 = S
      split_ifs with hb
      · rw [hb, cons_val_succ]
        ring
      · ring
    simp only [metric, h, Finset.sum_add_distrib, Finset.sum_ite_eq', Finset.mem_univ, if_true]
    rw [← Finset.mul_sum, hS]
    field_simp
    ring
  simp only [hg, Finset.sum_sub_distrib, ← Finset.mul_sum, Finset.sum_const, Finset.card_univ,
    Fintype.card_fin, nsmul_eq_mul, profile, Real.sq_sqrt hK]
  field_simp
  ring
```

Q: That settles the integrand. How are the integrals done?

A: With explicit antiderivatives, built from two derivatives: that of k² + m², and that of arctan(k/m), which is m/(k² + m²). The file calls this arctangent the mixing angle; in two-band eigenvectors it is usually half such an angle that appears.

```lean
/-- The squared energy `k² + m²` has derivative `2k`. -/
theorem hasDerivAt_energy_sq (m k : ℝ) :
    HasDerivAt (fun x : ℝ => x ^ 2 + m ^ 2) (2 * k) k := by
  simpa using (hasDerivAt_pow 2 k).add_const (m ^ 2)

/-- For `m > 0` the mixing angle `arctan (k/m)` has derivative `m/(k² + m²)`. -/
theorem hasDerivAt_angle {m : ℝ} (hm : 0 < m) (k : ℝ) :
    HasDerivAt (fun x : ℝ => Real.arctan (x / m)) (m / (k ^ 2 + m ^ 2)) k := by
  refine ((hasDerivAt_id' k).div_const m).arctan.congr_deriv ?_
  have ha : 1 + (k / m) ^ 2 = (k ^ 2 + m ^ 2) / m ^ 2 := by
    rw [div_pow, add_div, div_self (pow_ne_zero 2 hm.ne'), add_comm]
  rw [ha]
  field_simp
```

On the line, take

F₁(k) = (1/8)[k/(k² + m²) + arctan(k/m)/m].

Its derivative is

(1/8)[(m² − k²)/(k² + m²)² + 1/(k² + m²)] = m²/(4(k² + m²)²),

which is the profile for d = 1. F₁ vanishes at 0 and tends to π/(16m) at infinity. The integrand is even, so the full line gives twice that, π/(8m).

Q: Does Lean know that the improper integral converges?

A: Yes. The integrand is non-negative and its antiderivative has a finite limit, and the Mathlib lemma used here needs nothing more. In the proof `hd` is the derivative, `ht` the limit, and `integral_comp_abs` the doubling.

```lean
/-- For `m > 0` the integrated metric on the line is `π/(8m)`. -/
theorem weight1D_eq {m : ℝ} (hm : 0 < m) : weight1D m = π / (8 * m) := by
  have hd (k : ℝ) : HasDerivAt (fun k : ℝ => (k / (k ^ 2 + m ^ 2) + Real.arctan (k / m) / m) / 8)
      (profile 1 m k) k := by
    have hE : k ^ 2 + m ^ 2 ≠ 0 := by positivity
    refine ((((hasDerivAt_id' k).fun_div (hasDerivAt_energy_sq m k) hE).fun_add
      ((hasDerivAt_angle hm k).div_const m)).div_const 8).congr_deriv ?_
    simp only [profile]
    field_simp
    ring
  have ht : Tendsto (fun k : ℝ => (k / (k ^ 2 + m ^ 2) + Real.arctan (k / m) / m) / 8)
      atTop (𝓝 (π / (16 * m))) := by
    have h1 : Tendsto (fun k : ℝ => k / (k ^ 2 + m ^ 2)) atTop (𝓝 0) := by
      refine squeeze_zero' ?_ ?_ tendsto_inv_atTop_zero
      · filter_upwards [eventually_gt_atTop 0] with k hk
        positivity
      · filter_upwards [eventually_gt_atTop 0] with k hk
        rw [inv_eq_one_div, div_le_div_iff₀ (by positivity) hk]
        nlinarith [sq_nonneg m]
    have h2 := (Real.tendsto_arctan_atTop.mono_right nhdsWithin_le_nhds).comp
      (tendsto_id.atTop_div_const hm)
    rw [show π / (16 * m) = (0 + π / 2 / m) / 8 by ring]
    exact (h1.add (h2.div_const m)).div_const 8
  -- the integrand is even, so the half line suffices
  have e : weight1D m = ∫ k : ℝ, profile 1 m |k| := by simp only [weight1D, profile, sq_abs]
  rw [e, integral_comp_abs (f := profile 1 m),
    integral_Ioi_of_hasDerivAt_of_nonneg' (fun k _ => hd k) (fun k _ => by
      rw [profile, sub_self, zero_mul]
      positivity) ht]
  simp only [zero_div, Real.arctan_zero, add_zero, sub_zero]
  ring
```

For the disc, take

F₂(k) = (π/4)[ln(k² + m²) − m²/(k² + m²)],

F₂′(k) = (π/4)[2k/(k² + m²) + 2k m²/(k² + m²)²] = 2πk(k² + 2m²)/(4(k² + m²)²).

The difference F₂(Λ) − F₂(0) is

(π/4)[ln((Λ² + m²)/m²) + 1 − m²/(Λ² + m²)] = (π/4)[ln(1 + Λ²/m²) + Λ²/(Λ² + m²)].

Lean checks the derivative in `hd` and continuity of the integrand in `hc`, then applies the fundamental theorem of calculus.

```lean
/-- For `m > 0` the integrated metric on a disc is a logarithm plus a rational term. -/
theorem weight2D_eq {m : ℝ} (hm : 0 < m) (Λ : ℝ) : weight2D m Λ =
    π / 4 * (Real.log (1 + Λ ^ 2 / m ^ 2) + Λ ^ 2 / (Λ ^ 2 + m ^ 2)) := by
  have hc : Continuous (fun k : ℝ => 2 * π * k * profile 2 m k) := by
    simp only [profile]
    exact Continuous.mul (by fun_prop)
      (Continuous.div (by fun_prop) (by fun_prop) fun k => by positivity)
  have hd (k : ℝ) : HasDerivAt
      (fun x : ℝ => π / 4 * (Real.log (x ^ 2 + m ^ 2) - m ^ 2 / (x ^ 2 + m ^ 2)))
      (2 * π * k * profile 2 m k) k := by
    have hE : k ^ 2 + m ^ 2 ≠ 0 := by positivity
    have h1 := hasDerivAt_energy_sq m k
    refine (((h1.log hE).fun_sub
      ((hasDerivAt_const k (m ^ 2)).fun_div h1 hE)).const_mul (π / 4)).congr_deriv ?_
    simp only [profile]
    field_simp
    ring
  rw [weight2D, intervalIntegral.integral_eq_sub_of_hasDerivAt (fun k _ => hd k)
    (hc.intervalIntegrable _ _)]
  have e : 1 + Λ ^ 2 / m ^ 2 = (Λ ^ 2 + m ^ 2) / m ^ 2 := by
    rw [add_div, div_self (pow_ne_zero 2 hm.ne'), add_comm]
  have e0 : (0 : ℝ) ^ 2 + m ^ 2 = m ^ 2 := by ring
  have e1 : Λ ^ 2 / (Λ ^ 2 + m ^ 2) = 1 - m ^ 2 / (Λ ^ 2 + m ^ 2) := by
    rw [eq_sub_iff_add_eq, ← add_div, div_self (by positivity)]
  rw [e, Real.log_div (by positivity) (by positivity), e0, div_self (pow_ne_zero 2 hm.ne'), e1]
  ring
```

For the ball, take

F₃(k) = 2k − (3m/2) arctan(k/m) − m²k/(2(k² + m²)),

F₃′(k) = 2 − 3m²/(2(k² + m²)) − m²(m² − k²)/(2(k² + m²)²) = k²(2k² + 3m²)/(k² + m²)².

This is 4k² times the profile for d = 3. Since F₃(0) = 0, the integral is F₃(Λ), and the proof has the same shape as for the disc.

```lean
/-- For `m > 0` the integrated metric on a ball, divided by `π`, is `2Λ` minus an arctangent
and a rational term. -/
theorem weight3D_eq {m : ℝ} (hm : 0 < m) (Λ : ℝ) : weight3D m Λ =
    2 * Λ - 3 * m / 2 * Real.arctan (Λ / m) - m ^ 2 * Λ / (2 * (Λ ^ 2 + m ^ 2)) := by
  have hc : Continuous (fun k : ℝ => 4 * k ^ 2 * profile 3 m k) := by
    simp only [profile]
    exact Continuous.mul (by fun_prop)
      (Continuous.div (by fun_prop) (by fun_prop) fun k => by positivity)
  have hd (k : ℝ) : HasDerivAt (fun x : ℝ => 2 * x - 3 * m / 2 * Real.arctan (x / m)
      - m ^ 2 * x / (2 * (x ^ 2 + m ^ 2))) (4 * k ^ 2 * profile 3 m k) k := by
    have hE : k ^ 2 + m ^ 2 ≠ 0 := by positivity
    refine ((((hasDerivAt_id' k).const_mul 2).fun_sub
      ((hasDerivAt_angle hm k).const_mul (3 * m / 2))).fun_sub
      (((hasDerivAt_id' k).const_mul (m ^ 2)).fun_div ((hasDerivAt_energy_sq m k).const_mul 2)
        (mul_ne_zero two_ne_zero hE))).congr_deriv ?_
    simp only [profile]
    field_simp
    ring
  rw [weight3D, intervalIntegral.integral_eq_sub_of_hasDerivAt (fun k _ => hd k)
    (hc.intervalIntegrable _ _)]
  simp
```

Q: Now close the gap. What happens to the three integrals?

A: The mass goes to zero through positive values, written `𝓝[>] 0`, with Λ > 0 held fixed. On the line, π/(8m) diverges. On the disc, the integral is at least (π/4) ln(Λ²/m²), which also diverges. For the ball, let W(m) be `weight3D m Λ`. Then

(W(m) − 2Λ)/m = −(3/2) arctan(Λ/m) − mΛ/(2(Λ² + m²)) → −3π/4,

because the arctangent tends to π/2. The limit of that quotient is the one-sided slope at m = 0. Writing W(m) as 2Λ plus m times the quotient then gives W(m) → 2Λ. With the factor π restored, the ball integral per occupied band tends to 2πΛ with slope −3π²/4.

The Lean proof begins with the ball's slope, `hs`; the bullets then treat the line, the disc and the ball, and the final one uses `hs` to get the limit 2Λ. The disc bullet keeps only the logarithm as a lower bound.

```lean
/-- As `m → 0⁺` at fixed `Λ > 0`, the line and disc integrals diverge, while the ball integral
divided by `π` tends to `2Λ` with one-sided slope `-3π/4`. -/
theorem massless_limits {Λ : ℝ} (hΛ : 0 < Λ) :
    Tendsto weight1D (𝓝[>] 0) atTop ∧
    Tendsto (fun m => weight2D m Λ) (𝓝[>] 0) atTop ∧
    Tendsto (fun m => weight3D m Λ) (𝓝[>] 0) (𝓝 (2 * Λ)) ∧
    Tendsto (fun m => (weight3D m Λ - 2 * Λ) / m) (𝓝[>] 0) (𝓝 (-(3 * π / 4))) := by
  have hinv : Tendsto (fun m : ℝ => m⁻¹) (𝓝[>] 0) atTop := tendsto_inv_nhdsGT_zero
  have hL := hinv.const_mul_atTop hΛ
  have hid : Tendsto (fun m : ℝ => m) (𝓝[>] 0) (𝓝 0) := nhdsWithin_le_nhds
  have hs : Tendsto (fun m => (weight3D m Λ - 2 * Λ) / m) (𝓝[>] 0) (𝓝 (-(3 * π / 4))) := by
    have h1 := (Real.tendsto_arctan_atTop.mono_right nhdsWithin_le_nhds).comp hL
    have h2 : Tendsto (fun m : ℝ => m * Λ / (2 * (Λ ^ 2 + m ^ 2))) (𝓝[>] 0) (𝓝 0) := by
      have hc : Continuous (fun m : ℝ => m * Λ / (2 * (Λ ^ 2 + m ^ 2))) :=
        Continuous.div (by fun_prop) (by fun_prop) fun m => by positivity
      simpa using (hc.tendsto 0).mono_left nhdsWithin_le_nhds
    have h3 := (h1.const_mul (-(3 / 2))).sub h2
    rw [show -(3 / 2) * (π / 2) - 0 = -(3 * π / 4) by ring] at h3
    refine h3.congr' ?_
    filter_upwards [self_mem_nhdsWithin] with m hm
    have hm' : 0 < m := hm
    rw [weight3D_eq hm', Function.comp_apply, ← div_eq_mul_inv]
    field_simp
    ring
  refine ⟨?_, ?_, ?_, hs⟩
  · refine (hinv.const_mul_atTop (by positivity : 0 < π / 8)).congr' ?_
    filter_upwards [self_mem_nhdsWithin] with m hm
    rw [weight1D_eq hm, ← div_eq_mul_inv, div_div]
  · -- the logarithm alone already diverges
    refine tendsto_atTop_mono' _ ?_ ((Real.tendsto_log_atTop.comp
      ((tendsto_pow_atTop two_ne_zero).comp hL)).const_mul_atTop (by positivity : 0 < π / 4))
    filter_upwards [self_mem_nhdsWithin] with m hm
    have hm' : 0 < m := hm
    rw [weight2D_eq hm']
    simp only [Function.comp_apply, ← div_eq_mul_inv, div_pow]
    have h1 : Real.log (Λ ^ 2 / m ^ 2) ≤ Real.log (1 + Λ ^ 2 / m ^ 2) :=
      Real.log_le_log (by positivity) (by linarith)
    have h2 : 0 ≤ Λ ^ 2 / (Λ ^ 2 + m ^ 2) := by positivity
    exact mul_le_mul_of_nonneg_left (by linarith) (by positivity)
  · have h := (hid.mul hs).const_add (2 * Λ)
    rw [zero_mul, add_zero] at h
    refine h.congr' ?_
    filter_upwards [self_mem_nhdsWithin] with m hm
    have hm' : m ≠ 0 := ne_of_gt hm
    rw [mul_div_cancel₀ _ hm']
    ring

end

end DiracQuantumMetric
```

```lean
#print axioms DiracQuantumMetric.metric_trace
#print axioms DiracQuantumMetric.massless_limits
```

```
'DiracQuantumMetric.metric_trace' depends on axioms: [propext, Classical.choice, Quot.sound]
'DiracQuantumMetric.massless_limits' depends on axioms: [propext, Classical.choice, Quot.sound]
```

Q: What may I take from this for a real material?

A: In a non-interacting insulator, the Brillouin-zone integral of the traced metric sets the gauge-invariant part of the Wannier spread, and these formulas model the share from a single isotropic Dirac point. Lattice corrections, anisotropic velocities and interactions are absent, and Λ stands for the momentum up to which the Dirac Hamiltonian, linear in k, is trusted. The 2Λ in three dimensions therefore depends on where you stop, whereas the slope −3π/4 is the same for every fixed Λ > 0. In a material, the rest of the Brillouin zone can add its own dependence on the mass, so the slope of the full integral can differ from the Dirac value.
